# The gradient of the minimal misfit over rotations, where it is differentiable

A molecular structure is represented here by a plain family of real coordinate vectors, of type `ι → n → ℝ`, where `ι` labels the atoms and `n` labels the Cartesian directions. The norm that Mathlib attaches to this type is the largest absolute coordinate, not the Euclidean length. Squared lengths are therefore written as dot products, and the gradient is expressed through the directional derivative: it is the vector whose dot product with a displacement gives the first-order change. Differentiability itself is unaffected, because all norms on a finite-dimensional space are equivalent.

Both index types are finite. Three-dimensional space is the case `n = Fin 3`, but most of the argument holds in any finite dimension.

```lean
import Mathlib

open Matrix

namespace MinimalMisfitGradient

noncomputable section

variable {ι n : Type*} [Fintype ι] [Fintype n] [DecidableEq n]
```

## Misfit and minimal misfit

A rotation is a real matrix $R$ with $R^{\mathsf T}R = 1$ and $\det R = 1$. The determinant condition excludes reflections, so a chiral molecule is not matched to its mirror image by an improper operation.

```lean
/-- A proper rotation: an orthogonal real matrix of determinant one. -/
def IsRotation (R : Matrix n n ℝ) : Prop := Rᵀ * R = 1 ∧ R.det = 1
```

Let $x_i$ be the position of atom $i$, $y_i$ its position in a fixed reference structure, and $m_i$ its mass. The misfit at a given rotation $R$ is

$$F_R(x) = \sum_i m_i\,\lVert R x_i - y_i\rVert^2 .$$

It is the rotation of $x$ that is varied, with $y$ held still. Translations are not optimised: both structures are compared about a common fixed origin.

```lean
/-- The mass-weighted squared misfit between the structure `x`, turned by `R`, and the
reference structure `y`. -/
def misfit (m : ι → ℝ) (R : Matrix n n ℝ) (x y : ι → n → ℝ) : ℝ :=
  ∑ i, m i * ((R *ᵥ x i - y i) ⬝ᵥ (R *ᵥ x i - y i))
```

The minimal misfit is $f(x) = \inf_R F_R(x)$, with the infimum taken over all rotations. In Lean it is an infimum over the subtype of matrices that satisfy `IsRotation`.

```lean
/-- The minimal misfit: the infimum of the misfit over all rotations. -/
def minMisfit (m : ι → ℝ) (x y : ι → n → ℝ) : ℝ :=
  ⨅ R : {R : Matrix n n ℝ // IsRotation R}, misfit m R.1 x y
```

If all $m_i \ge 0$, every term of $F_R(x)$ is nonnegative, and so is the sum.

```lean
omit [DecidableEq n] in
/-- For nonnegative masses the misfit is nonnegative. -/
theorem misfit_nonneg {m : ι → ℝ} (hm : ∀ i, 0 ≤ m i) (R : Matrix n n ℝ)
    (x y : ι → n → ℝ) : 0 ≤ misfit m R x y :=
  Finset.sum_nonneg fun i _ => mul_nonneg (hm i)
    (Finset.sum_nonneg fun _ _ => mul_self_nonneg _)
```

Zero is thus a lower bound for all the values $F_R(x)$, and the infimum lies below each of them: $f(x) \le F_S(x)$ for every rotation $S$.

```lean
/-- The minimal misfit is at most the misfit of any given rotation. -/
theorem minMisfit_le {m : ι → ℝ} (hm : ∀ i, 0 ≤ m i) {S : Matrix n n ℝ}
    (hS : IsRotation S) (x y : ι → n → ℝ) : minMisfit m x y ≤ misfit m S x y :=
  ciInf_le (f := fun R : {R : Matrix n n ℝ // IsRotation R} => misfit m R.1 x y)
    ⟨0, by rintro _ ⟨R, rfl⟩; exact misfit_nonneg hm R.1 x y⟩ ⟨S, hS⟩
```

## Expansion at a fixed rotation

Displace atom $i$ by $v_i$ and keep the rotation $S$ fixed. Since $S(x_i+v_i) - y_i = (Sx_i - y_i) + Sv_i$,

$$\lVert S(x_i+v_i)-y_i\rVert^2 = \lVert Sx_i-y_i\rVert^2 + 2\,(Sx_i-y_i)\cdot Sv_i + \lVert Sv_i\rVert^2 .$$

A rotation preserves dot products, so $Sx_i\cdot Sv_i = x_i\cdot v_i$ and $\lVert Sv_i\rVert^2=\lVert v_i\rVert^2$. Moving $S$ to the other factor gives $y_i\cdot Sv_i = (S^{\mathsf T}y_i)\cdot v_i$. After weighting by mass and summing,

$$F_S(x+v) = F_S(x) + \sum_i 2m_i\,(x_i - S^{\mathsf T}y_i)\cdot v_i + \sum_i m_i\lVert v_i\rVert^2 .$$

This is exact, with no higher-order remainder.

```lean
/-- At a fixed rotation, the misfit of a displaced structure is exactly quadratic in the
displacement `v`, with linear coefficient `2 mᵢ (xᵢ - Sᵀ yᵢ)` for atom `i`. -/
theorem misfit_add (m : ι → ℝ) {S : Matrix n n ℝ} (hS : IsRotation S)
    (x y v : ι → n → ℝ) :
    misfit m S (x + v) y = misfit m S x y
      + ∑ i, ((2 * m i) • (x i - Sᵀ *ᵥ y i)) ⬝ᵥ v i + ∑ i, m i * (v i ⬝ᵥ v i) := by
  -- rotations preserve dot products
  have rot : ∀ a b : n → ℝ, (S *ᵥ a) ⬝ᵥ (S *ᵥ b) = a ⬝ᵥ b := by
    intro a b
    rw [Matrix.dotProduct_mulVec, ← Matrix.mulVec_transpose, Matrix.mulVec_mulVec, hS.1,
      Matrix.one_mulVec]
  unfold misfit
  rw [← Finset.sum_add_distrib, ← Finset.sum_add_distrib]
  refine Finset.sum_congr rfl fun i _ => ?_
  have h3 : y i ⬝ᵥ (S *ᵥ v i) = (Sᵀ *ᵥ y i) ⬝ᵥ v i := by
    rw [Matrix.dotProduct_mulVec, ← Matrix.mulVec_transpose]
  have c1 := dotProduct_comm (S *ᵥ v i) (S *ᵥ x i)
  have c2 := dotProduct_comm (S *ᵥ v i) (y i)
  simp only [Pi.add_apply, Matrix.mulVec_add, sub_dotProduct, dotProduct_sub,
    add_dotProduct, dotProduct_add, smul_dotProduct, smul_eq_mul]
  linear_combination 2 * m i * rot (x i) (v i) + m i * rot (v i) (v i) - 2 * m i * h3
    + m i * c1 - m i * c2
```

In the proof, `rot` is the preservation of dot products and `h3` is the transfer of $S$ to the other factor. The final `linear_combination` collects these identities atom by atom.

## An upper bound that touches at the structure

Now let $S$ be optimal at $x$, meaning $F_S(x) = f(x)$. At the displaced structure $S$ need not be optimal any more, but it is still a permitted rotation, so $f(x+v)\le F_S(x+v)$. Inserting the expansion gives

$$f(x+v) \le f(x) + \sum_i 2m_i\,(x_i - S^{\mathsf T}y_i)\cdot v_i + \sum_i m_i\lVert v_i\rVert^2 .$$

Optimality of $S$ is the hypothesis `hopt`. An optimal rotation always exists, by compactness of the rotation group, but the theorems take $S$ as given.

```lean
/-- If `S` is an optimal rotation at `x`, the minimal misfit of every displaced structure
is bounded above by a quadratic function of the displacement. -/
theorem minMisfit_add_le {m : ι → ℝ} (hm : ∀ i, 0 ≤ m i) {S : Matrix n n ℝ}
    (hS : IsRotation S) {x y : ι → n → ℝ} (hopt : misfit m S x y = minMisfit m x y)
    (v : ι → n → ℝ) :
    minMisfit m (x + v) y ≤ minMisfit m x y
      + ∑ i, ((2 * m i) • (x i - Sᵀ *ᵥ y i)) ⬝ᵥ v i + ∑ i, m i * (v i ⬝ᵥ v i) := by
  rw [← hopt, ← misfit_add m hS]
  exact minMisfit_le hm hS _ _
```

## The derivative along a displacement

Fix a displacement $v$ and write

$$G=\sum_i 2m_i\,(x_i - S^{\mathsf T}y_i)\cdot v_i,\qquad Q=\sum_i m_i\lVert v_i\rVert^2 .$$

Applied to $tv$, the bound reads $f(x+tv)\le f(x)+tG+t^2Q$ for every real $t$, positive or negative. The gap

$$g(t) = f(x)+tG+t^2Q - f(x+tv)$$

is therefore nonnegative and vanishes at $t=0$, where it has a minimum. If $f$ is differentiable at $x$, then $g$ is differentiable at $0$ and $g'(0)=0$. Hence

$$\frac{d}{dt}f(x+tv)\Big|_{t=0} = G .$$

The response of the optimal rotation to the displacement never has to be computed.

```lean
/-- Gradient of the minimal misfit: where it is differentiable and `S` is an optimal
rotation, its derivative along `v` pairs `vᵢ` with `2 mᵢ (xᵢ - Sᵀ yᵢ)` for each atom. -/
theorem fderiv_minMisfit {m : ι → ℝ} (hm : ∀ i, 0 ≤ m i) {S : Matrix n n ℝ}
    (hS : IsRotation S) {x y : ι → n → ℝ} (hopt : misfit m S x y = minMisfit m x y)
    (hf : DifferentiableAt ℝ (fun z => minMisfit m z y) x) (v : ι → n → ℝ) :
    fderiv ℝ (fun z => minMisfit m z y) x v
      = ∑ i, ((2 * m i) • (x i - Sᵀ *ᵥ y i)) ⬝ᵥ v i := by
  have hline : HasDerivAt (fun t : ℝ => minMisfit m (x + t • v) y)
      (fderiv ℝ (fun z => minMisfit m z y) x v) 0 := hf.hasFDerivAt.hasLineDerivAt v
  obtain ⟨G, hG⟩ : ∃ G, G = ∑ i, ((2 * m i) • (x i - Sᵀ *ᵥ y i)) ⬝ᵥ v i := ⟨_, rfl⟩
  obtain ⟨Q, hQ⟩ : ∃ Q, Q = ∑ i, m i * (v i ⬝ᵥ v i) := ⟨_, rfl⟩
  -- the quadratic upper bound along the line through `x`
  have hb : ∀ t : ℝ, minMisfit m (x + t • v) y ≤ minMisfit m x y + t * G + t ^ 2 * Q := by
    intro t
    have h := minMisfit_add_le hm hS hopt (t • v)
    have e1 : ∑ i, ((2 * m i) • (x i - Sᵀ *ᵥ y i)) ⬝ᵥ (t • v) i = t * G := by
      rw [hG, Finset.mul_sum]
      refine Finset.sum_congr rfl fun i _ => ?_
      rw [Pi.smul_apply, dotProduct_smul, smul_eq_mul]
    have e2 : ∑ i, m i * ((t • v) i ⬝ᵥ (t • v) i) = t ^ 2 * Q := by
      rw [hQ, Finset.mul_sum]
      refine Finset.sum_congr rfl fun i _ => ?_
      simp only [Pi.smul_apply, dotProduct_smul, smul_dotProduct, smul_eq_mul]
      ring
    rwa [e1, e2] at h
  have hpoly : HasDerivAt (fun t : ℝ => minMisfit m x y + t * G + t ^ 2 * Q) G 0 :=
    ((((hasDerivAt_id' (0 : ℝ)).mul_const G).const_add (minMisfit m x y)).fun_add
      (((hasDerivAt_id' (0 : ℝ)).fun_pow 2).mul_const Q)).congr_deriv (by simp)
  -- the gap between bound and minimal misfit is smallest at zero displacement
  have hmin : IsLocalMin (fun t : ℝ => (minMisfit m x y + t * G + t ^ 2 * Q)
      - minMisfit m (x + t • v) y) 0 := by
    refine Filter.Eventually.of_forall fun t => ?_
    have h0 : minMisfit m (x + (0 : ℝ) • v) y = minMisfit m x y := by
      rw [zero_smul, add_zero]
    have ht := hb t
    show (minMisfit m x y + 0 * G + 0 ^ 2 * Q) - minMisfit m (x + (0 : ℝ) • v) y
      ≤ (minMisfit m x y + t * G + t ^ 2 * Q) - minMisfit m (x + t • v) y
    rw [h0]
    linarith
  have hz := hmin.hasDerivAt_eq_zero (hpoly.fun_sub hline)
  rw [← hG]
  linarith
```

The hypothesis `hf` is the differentiability of $f$ at $x$, and `fderiv … x v` is the derivative along $v$. The steps `hb`, `hpoly` and `hmin` are the bound on the line, the derivative of the quadratic and the minimum of the gap; `hz` sets the derivative of the gap to zero.

To isolate one atom, let $v$ vanish except for a displacement $u$ of atom $i$. Only one term of the sum survives:

$$Df(x)[v] = 2m_i\,(x_i - S^{\mathsf T}y_i)\cdot u .$$

Since $u$ is arbitrary, the gradient of $f$ with respect to the position of atom $i$ is $2m_i(x_i - S^{\mathsf T}y_i)$.

```lean
/-- When only atom `i` is displaced, by `u`, the derivative of the minimal misfit is the
dot product of `2 mᵢ (xᵢ - Sᵀ yᵢ)` with `u`. -/
theorem fderiv_minMisfit_atom [DecidableEq ι] {m : ι → ℝ} (hm : ∀ i, 0 ≤ m i)
    {S : Matrix n n ℝ} (hS : IsRotation S) {x y : ι → n → ℝ}
    (hopt : misfit m S x y = minMisfit m x y)
    (hf : DifferentiableAt ℝ (fun z => minMisfit m z y) x) (i : ι) (u : n → ℝ) :
    fderiv ℝ (fun z => minMisfit m z y) x (Pi.single i u)
      = ((2 * m i) • (x i - Sᵀ *ᵥ y i)) ⬝ᵥ u := by
  rw [fderiv_minMisfit hm hS hopt hf, Finset.sum_eq_single i]
  · rw [Pi.single_eq_same]
  · intro j _ hj
    rw [Pi.single_eq_of_ne hj, dotProduct_zero]
  · intro h
    exact absurd (Finset.mem_univ i) h
```

`Pi.single i u` is the displacement of atom $i$ alone. In a simulation with a restraint energy that is a smooth function of this $f$, the chain rule turns the formula into forces on the atoms, provided that $f$ is differentiable at the current structure. Because the origin is fixed, such an energy generally changes when the whole molecule is translated.

## What differentiability says about competing optima

Suppose that $S$ and $T$ are both optimal at a point where $f$ is differentiable. The derivative is a single linear map, so for every $u$

$$2m_i\,(x_i - S^{\mathsf T}y_i)\cdot u = 2m_i\,(x_i - T^{\mathsf T}y_i)\cdot u .$$

If $m_i>0$, the factor $2m_i$ cancels and $S^{\mathsf T}y_i = T^{\mathsf T}y_i$. The rotations themselves may still differ: for a linear reference molecule on an axis through the origin, a turn about that axis moves no atom.

```lean
/-- Where the minimal misfit is differentiable, any two optimal rotations carry the
reference position of an atom of positive mass back to the same point. -/
theorem optimal_rotations_agree {m : ι → ℝ} (hm : ∀ i, 0 ≤ m i) {S T : Matrix n n ℝ}
    (hS : IsRotation S) (hT : IsRotation T) {x y : ι → n → ℝ}
    (hSopt : misfit m S x y = minMisfit m x y) (hTopt : misfit m T x y = minMisfit m x y)
    (hf : DifferentiableAt ℝ (fun z => minMisfit m z y) x) {i : ι} (hi : 0 < m i) :
    Sᵀ *ᵥ y i = Tᵀ *ᵥ y i := by
  classical
  have key : ∀ u : n → ℝ, (Sᵀ *ᵥ y i) ⬝ᵥ u = (Tᵀ *ᵥ y i) ⬝ᵥ u := by
    intro u
    have h := (fderiv_minMisfit_atom hm hS hSopt hf i u).symm.trans
      (fderiv_minMisfit_atom hm hT hTopt hf i u)
    simp only [smul_dotProduct, sub_dotProduct, smul_eq_mul] at h
    have h2 := mul_left_cancel₀ (by positivity : 2 * m i ≠ 0) h
    linarith
  funext k
  have h := key (Pi.single k 1)
  simpa only [dotProduct_single, mul_one] using h
```

The vector equality is obtained by choosing $u$ as each coordinate unit vector in turn.

## The collapsed structure

The previous result detects points where $f$ is not differentiable. Put all atoms at the origin, $x=0$. For more than one atom this is not a physical geometry, but it is a point in the domain of $f$. Then $F_R(0)=\sum_j m_j\lVert y_j\rVert^2$ for every $R$, and every rotation is optimal. In three dimensions, with coordinates numbered 0, 1, 2, take the half-turns

$$A=\mathrm{diag}(-1,-1,1),\quad B=\mathrm{diag}(1,-1,-1),\quad C=\mathrm{diag}(-1,1,-1).$$

If $f$ were differentiable at $0$, then for an atom of positive mass with reference position $y_i\neq 0$, the equality $A^{\mathsf T}y_i=B^{\mathsf T}y_i$ would force components 0 and 2 of $y_i$ to vanish, and $A^{\mathsf T}y_i=C^{\mathsf T}y_i$ would do the same for component 1. This contradicts $y_i\neq 0$.

A single atom of mass $m>0$ in three dimensions shows the shape of the singularity. A rotation can turn $x$ into the direction of $y$, so $f(x)=m(\lVert x\rVert-\lVert y\rVert)^2$. For $x\ne0$ the optimal $S$ has $S^{\mathsf T}y=\lVert y\rVert\,x/\lVert x\rVert$, and direct differentiation gives $2m(x-S^{\mathsf T}y)$, as it should. At $x=0$, if $y\neq0$, the term $-2m\lVert x\rVert\lVert y\rVert$ leaves a conical point.

```lean
/-- In three dimensions the minimal misfit is not differentiable at the structure with all
atoms at the origin, if some reference atom of positive mass is away from the origin. -/
theorem not_differentiableAt_collapsed {m : ι → ℝ} (hm : ∀ i, 0 ≤ m i)
    {y : ι → Fin 3 → ℝ} {i : ι} (hi : 0 < m i) (hy : y i ≠ 0) :
    ¬ DifferentiableAt ℝ (fun z => minMisfit m z y) 0 := by
  intro hf
  -- half-turns about the coordinate axes
  have rot : ∀ d : Fin 3 → ℝ, (∀ k, d k * d k = 1) → d 0 * d 1 * d 2 = 1 →
      IsRotation (Matrix.diagonal d) := by
    intro d h1 h2
    refine ⟨?_, ?_⟩
    · rw [Matrix.diagonal_transpose, Matrix.diagonal_mul_diagonal, ← Matrix.diagonal_one]
      exact congrArg Matrix.diagonal (funext h1)
    · rw [Matrix.det_diagonal, Fin.prod_univ_three, h2]
  have hA := rot ![-1, -1, 1] (by intro k; fin_cases k <;> simp) (by simp)
  have hB := rot ![1, -1, -1] (by intro k; fin_cases k <;> simp) (by simp)
  have hC := rot ![-1, 1, -1] (by intro k; fin_cases k <;> simp) (by simp)
  -- every rotation is optimal for the collapsed structure
  have hc : ∀ R : Matrix (Fin 3) (Fin 3) ℝ,
      misfit m R 0 y = ∑ j, m j * (y j ⬝ᵥ y j) := by
    intro R
    simp [misfit]
  have hopt : ∀ R : Matrix (Fin 3) (Fin 3) ℝ, misfit m R 0 y = minMisfit m 0 y := by
    intro R
    have : Nonempty {R : Matrix (Fin 3) (Fin 3) ℝ // IsRotation R} := ⟨⟨_, hA⟩⟩
    unfold minMisfit
    simp only [hc, ciInf_const]
  have hd : ∀ (d : Fin 3 → ℝ) (k : Fin 3),
      ((Matrix.diagonal d)ᵀ *ᵥ y i) k = d k * y i k := by
    intro d k
    rw [Matrix.diagonal_transpose, Matrix.mulVec_diagonal]
  have eAB := optimal_rotations_agree hm hA hB (hopt _) (hopt _) hf hi
  have eAC := optimal_rotations_agree hm hA hC (hopt _) (hopt _) hf hi
  have h0 : (-1 : ℝ) * y i 0 = 1 * y i 0 := by
    have h := congrFun eAB 0
    rw [hd, hd] at h
    exact h
  have h2 : (1 : ℝ) * y i 2 = -1 * y i 2 := by
    have h := congrFun eAB 2
    rw [hd, hd] at h
    exact h
  have h1 : (-1 : ℝ) * y i 1 = 1 * y i 1 := by
    have h := congrFun eAC 1
    rw [hd, hd] at h
    exact h
  apply hy
  funext k
  fin_cases k
  · show y i 0 = 0
    linarith
  · show y i 1 = 0
    linarith
  · show y i 2 = 0
    linarith
```

In the code, `hopt` records that every rotation is optimal, and `eAB` and `eAC` are the two comparisons of half-turns.

## Exact superposition

There are also structures at which differentiability can be proved instead of assumed. Suppose that all $m_i\ge 0$ and that a rotation $S$ carries the structure exactly onto the reference, $Sx_i=y_i$ for all $i$. Then $f(x)=F_S(x)=0$, and for any displacement

$$0\le f(x+v)\le F_S(x+v)=\sum_i m_i\lVert v_i\rVert^2 .$$

The right-hand side is of second order in $v$, so $f$ is differentiable at $x$ with zero derivative. This agrees with the gradient formula, since $x_i=S^{\mathsf T}y_i$.

```lean
/-- If a rotation carries the structure exactly onto the reference, the minimal misfit is
differentiable there with zero derivative. -/
theorem hasFDerivAt_of_superposable {m : ι → ℝ} (hm : ∀ i, 0 ≤ m i) {S : Matrix n n ℝ}
    (hS : IsRotation S) {x y : ι → n → ℝ} (hxy : ∀ i, S *ᵥ x i = y i) :
    HasFDerivAt (fun z => minMisfit m z y) (0 : (ι → n → ℝ) →L[ℝ] ℝ) x := by
  have hpos : ∀ z, 0 ≤ minMisfit m z y := fun z =>
    Real.iInf_nonneg fun R => misfit_nonneg hm R.1 z y
  have hx : misfit m S x y = 0 := by simp [misfit, hxy]
  have hx' : minMisfit m x y = 0 := le_antisymm (hx ▸ minMisfit_le hm hS x y) (hpos x)
  have hdiff : DifferentiableAt ℝ (fun z => misfit m S z y) x := by
    simp only [misfit, dotProduct, Matrix.mulVec, Pi.sub_apply]
    fun_prop
  have hmin : IsLocalMin (fun z => misfit m S z y) x :=
    Filter.Eventually.of_forall fun z => hx.le.trans (misfit_nonneg hm S z y)
  have hd := hdiff.hasFDerivAt
  rw [hmin.fderiv_eq_zero, hasFDerivAt_iff_isLittleO_nhds_zero] at hd
  rw [hasFDerivAt_iff_isLittleO_nhds_zero]
  -- squeeze between zero and the misfit at the fixed rotation
  refine (Asymptotics.isBigO_of_le _ fun v => ?_).trans_isLittleO hd
  simp only [hx, hx', sub_zero, _root_.zero_apply, Real.norm_eq_abs]
  rw [abs_of_nonneg (hpos _), abs_of_nonneg (misfit_nonneg hm S _ y)]
  exact minMisfit_le hm hS _ y

end

end MinimalMisfitGradient
```

The Lean proof reaches the same squeeze without the explicit quadratic. The misfit at fixed $S$ is differentiable and has its minimum at $x$, so its derivative there is zero and its growth is of smaller order than the displacement; $f$ lies between zero and that misfit.

```lean
#print axioms MinimalMisfitGradient.fderiv_minMisfit
#print axioms MinimalMisfitGradient.not_differentiableAt_collapsed
#print axioms MinimalMisfitGradient.hasFDerivAt_of_superposable
```

```
'MinimalMisfitGradient.fderiv_minMisfit' depends on axioms: [propext, Classical.choice, Quot.sound]
'MinimalMisfitGradient.not_differentiableAt_collapsed' depends on axioms: [propext, Classical.choice, Quot.sound]
'MinimalMisfitGradient.hasFDerivAt_of_superposable' depends on axioms: [propext, Classical.choice, Quot.sound]
```
